# Mean squared slopes in a product ansatz: $2^{-n}$ for $Z\otimes\cdots\otimes Z$, $1/2$ for the sum of single-site $Z$

I start a variational optimisation by drawing all the angles at random and measuring the slope in each of them, so the first step is only as good as the slope I find there. To understand what can go wrong, I took the simplest ansatz I could think of: $n$ qubits, no entanglement, qubit $i$ in the state $(\cos(q_i/2),\sin(q_i/2))$ with its own angle $q_i$. I tried two objectives, the expectation of $Z\otimes\cdots\otimes Z$ and the expectation of the sum of the single-site $Z$ operators. Both are largest when all angles are zero. Yet with twenty qubits the first gives me slopes that are almost always tiny, while the second gives healthy ones. I had thought that flat landscapes came from deep, strongly entangling circuits. Can the choice of objective do this alone, and how fast does it get worse with $n$?

## Every further cosine halves the mean squared slope

Yes, it can. With all angles drawn independently and uniformly from $[0,2\pi]$, the squared slope in any one angle averages $2^{-n}$ for $Z\otimes\cdots\otimes Z$ and $1/2$ for the sum, whatever $n\ge 1$ is. For twenty qubits the root-mean-square slope of the global objective is $2^{-10}$, about one thousandth. For one qubit the two objectives coincide, and so do the averages.

It helps to treat a general Z-string: let $S$ be a set of qubits, and put $Z=\mathrm{diag}(1,-1)$ on each qubit of $S$ and the identity on the others.

**The expectation factorises.** Write $v_i$ for the two-component vector of qubit $i$ and $A_i$ for the $2\times2$ matrix acting on it. The product state has amplitude $\prod_i v_i(s_i)$ on the bit configuration $s$, and the operator has matrix elements $\prod_i A_i(s_i,t_i)$. Hence

$$\sum_{s,t}\prod_i v_i(s_i)\,A_i(s_i,t_i)\,v_i(t_i)=\prod_i\sum_{a,b}v_i(a)\,A_i(a,b)\,v_i(b),$$

because a sum over all configurations of a product of one-qubit terms is the product of the one-qubit sums.

**One qubit gives a cosine.** With $Z$ on the qubit the factor is $\cos^2(q_i/2)-\sin^2(q_i/2)=\cos q_i$. With the identity it is $\cos^2(q_i/2)+\sin^2(q_i/2)=1$. The objective for the string on $S$ is therefore

$$C_S(q)=\prod_{i\in S}\cos q_i .$$

**The slope.** Take a qubit $k$ in $S$. Only one factor depends on $q_k$, so

$$\frac{\partial C_S}{\partial q_k}=-\sin q_k\prod_{i\in S,\;i\ne k}\cos q_i .$$

**The average.** The square of this slope is a product of functions of one angle each, so its average over the box $[0,2\pi]^n$ is the product of the one-angle averages. From $\sin^2x=(1-\cos 2x)/2$ and $\cos^2x=(1+\cos 2x)/2$,

$$\frac1{2\pi}\int_0^{2\pi}\sin^2x\,dx=\frac1{2\pi}\int_0^{2\pi}\cos^2x\,dx=\frac12 .$$

Each qubit in $S$ contributes $1/2$, and each qubit outside $S$ contributes $1$. The result is $2^{-|S|}$, where $|S|$ is the number of qubits in $S$. Taking all qubits gives $2^{-n}$.

**The sum of single-site operators.** Here the objective is $\sum_i\cos q_i$. Its slope in $q_k$ is $-\sin q_k$, the same as for the string on qubit $k$ alone, and its square averages $1/2$.

So the global slope is small because it is a product of $n$ factors, each of size at most one and typically below it. In the sum, the other qubits drop out of the derivative altogether. The flatness is a statement about the mean square, not about every point: at $q_k=\pi/2$ with all other angles zero, the global slope is $-1$.

## What the Lean definitions and theorems say

The calculation is formalised in the file below. The qubits are labelled by a finite type `ι`, so $n$ is `Fintype.card ι`. A bit configuration is a function `ι → Fin 2`, and a many-qubit vector assigns a real number to each configuration.

- `productState` and `tensorOp` are the tensor products of one-qubit vectors and matrices, defined by multiplying entries.
- `zString S` has `pauliZ` on the qubits of `S` and the identity elsewhere. The global operator is `zString Finset.univ`, and the local one is `∑ i, zString {i}`.
- `qubit θ` is $(\cos(\theta/2),\sin(\theta/2))$. The half angle makes the expectation of $Z$ equal to $\cos\theta$, so the interval $[0,2\pi]$ is one full period of the objective.
- `expectation O ψ` is $\psi\cdot O\psi$. No complex conjugation is needed for real vectors, and no division by the norm, since the ansatz is normalised.
- `cost O q` is the objective, and `slope f k q` is the ordinary derivative of `f` in the angle of qubit `k` with the others fixed. Lean's `deriv` returns zero where a function is not differentiable, so the file proves differentiability for both objectives.
- `angleAverage` is the Lebesgue integral over `angleBox`, divided by $(2\pi)^n$.

The theorem `average_sq_slope` states that the squared slope for the string on `S` averages `(1 / 2) ^ S.card`, under the hypothesis `hk : k ∈ S`. For a qubit outside the string the slope vanishes identically and the average is $0$. The final theorem, `global_and_local_landscape`, puts the two objectives side by side for an arbitrary qubit `k`; having such a `k` already means that $n\ge1$.

The sum carries no prefactor. If you divide it by $n$ to keep the objective between $-1$ and $1$, the mean squared slope becomes $1/(2n^2)$, which falls as a power of $n$ and not exponentially.

For variational optimisation the result shows that a global objective can make the mean squared slope at a random start exponentially small in $n$ without any entanglement, in a model with real amplitudes, one independent angle per qubit and exact expectation values. It does not treat entangling circuits, unitary coupled-cluster states with shared or correlated amplitudes, molecular Hamiltonians, sampling noise, or starting points that are not uniformly distributed.

```lean
import Mathlib

open Matrix MeasureTheory

namespace ProductAnsatzLandscape

noncomputable section

variable {ι : Type*} [Fintype ι] [DecidableEq ι]

/-- The tensor product of one real two-component vector per qubit, as amplitudes on bit
configurations. -/
def productState (v : ι → Fin 2 → ℝ) : (ι → Fin 2) → ℝ := fun s => ∏ i, v i (s i)

/-- The tensor product of one real 2×2 matrix per qubit. -/
def tensorOp (A : ι → Matrix (Fin 2) (Fin 2) ℝ) : Matrix (ι → Fin 2) (ι → Fin 2) ℝ :=
  fun s t => ∏ i, A i (s i) (t i)

/-- The Pauli matrix Z = diag(1, -1). -/
def pauliZ : Matrix (Fin 2) (Fin 2) ℝ := !![1, 0; 0, -1]

/-- The Z-string on a set `S` of qubits: Z on each qubit of `S`, the identity elsewhere. -/
def zString (S : Finset ι) : Matrix (ι → Fin 2) (ι → Fin 2) ℝ :=
  tensorOp fun i => if i ∈ S then pauliZ else 1

/-- The one-qubit state (cos(θ/2), sin(θ/2)). -/
def qubit (θ : ℝ) : Fin 2 → ℝ := ![Real.cos (θ / 2), Real.sin (θ / 2)]

/-- The expectation ψ·Oψ of an operator in a real state vector. -/
def expectation (O : Matrix (ι → Fin 2) (ι → Fin 2) ℝ) (ψ : (ι → Fin 2) → ℝ) : ℝ :=
  ψ ⬝ᵥ (O *ᵥ ψ)

/-- The objective: the expectation of `O` in the product ansatz with angles `q`. -/
def cost (O : Matrix (ι → Fin 2) (ι → Fin 2) ℝ) (q : ι → ℝ) : ℝ :=
  expectation O (productState fun i => qubit (q i))

/-- The derivative of `f` at `q` in the angle of qubit `k`, the other angles held fixed. -/
def slope (f : (ι → ℝ) → ℝ) (k : ι) (q : ι → ℝ) : ℝ :=
  deriv (fun t => f (Function.update q k t)) (q k)

/-- The box of all angle settings, each angle in [0, 2π]. -/
def angleBox (ι : Type*) : Set (ι → ℝ) := Set.univ.pi fun _ => Set.Icc 0 (2 * Real.pi)

/-- The uniform average of a function over the box of angles. -/
def angleAverage (f : (ι → ℝ) → ℝ) : ℝ :=
  (∫ q in angleBox ι, f q) / (2 * Real.pi) ^ Fintype.card ι

/-- In a product state, the expectation of a tensor-product operator is the product of the
one-qubit expectations. -/
theorem expectation_tensorOp (A : ι → Matrix (Fin 2) (Fin 2) ℝ) (v : ι → Fin 2 → ℝ) :
    expectation (tensorOp A) (productState v) = ∏ i, v i ⬝ᵥ (A i *ᵥ v i) := by
  -- a sum over configurations of a product is a product of one-qubit sums
  have key : ∀ g : ι → Fin 2 → ℝ, ∑ s : ι → Fin 2, ∏ i, g i (s i) = ∏ i, ∑ b, g i b := by
    intro g
    rw [Finset.prod_univ_sum, Fintype.piFinset_univ]
  calc expectation (tensorOp A) (productState v)
      = ∑ s : ι → Fin 2, ∏ i, (v i (s i) * ∑ b, A i (s i) b * v i b) := by
        unfold expectation dotProduct
        refine Finset.sum_congr rfl fun s _ => ?_
        rw [Finset.prod_mul_distrib, ← key (fun i b => A i (s i) b * v i b)]
        simp only [Finset.prod_mul_distrib]
        rfl
    _ = _ := key (fun i a => v i a * ∑ b, A i a b * v i b)

/-- The objective of a Z-string is the product of the cosines of the angles on its qubits. -/
theorem cost_zString (S : Finset ι) (q : ι → ℝ) :
    cost (zString S) q = ∏ i ∈ S, Real.cos (q i) := by
  have site : ∀ i, qubit (q i) ⬝ᵥ ((if i ∈ S then pauliZ else 1) *ᵥ qubit (q i))
      = if i ∈ S then Real.cos (q i) else 1 := by
    intro i
    have h1 := Real.sin_sq_add_cos_sq (q i / 2)
    have h2 := Real.cos_two_mul (q i / 2)
    rw [show 2 * (q i / 2) = q i by ring] at h2
    split_ifs
    · simp only [qubit, pauliZ, dotProduct, Matrix.mulVec, Fin.sum_univ_two, Matrix.of_apply,
        Matrix.cons_val_zero, Matrix.cons_val_one, Matrix.cons_val', Matrix.cons_val_fin_one]
      linear_combination -h1 - h2
    · rw [Matrix.one_mulVec]
      simp only [qubit, dotProduct, Fin.sum_univ_two, Matrix.cons_val_zero, Matrix.cons_val_one]
      linear_combination h1
  unfold cost zString
  rw [expectation_tensorOp, Finset.prod_congr rfl fun i _ => site i, Finset.prod_ite_mem,
    Finset.univ_inter]

/-- For a qubit `k` in the Z-string, the objective is differentiable in its angle, and the
derivative has -sin in place of the cosine of that angle. -/
theorem hasDerivAt_zString {S : Finset ι} {k : ι} (hk : k ∈ S) (q : ι → ℝ) :
    HasDerivAt (fun t => cost (zString S) (Function.update q k t))
      (-Real.sin (q k) * ∏ i ∈ S.erase k, Real.cos (q i)) (q k) := by
  have h : (fun t => cost (zString S) (Function.update q k t))
      = fun t => Real.cos t * ∏ i ∈ S.erase k, Real.cos (q i) := by
    funext t
    rw [cost_zString, ← Finset.mul_prod_erase S
      (fun i => Real.cos (Function.update q k t i)) hk, Function.update_self]
    congr 1
    refine Finset.prod_congr rfl fun i hi => ?_
    rw [Function.update_of_ne (Finset.ne_of_mem_erase hi)]
  rw [h]
  exact (Real.hasDerivAt_cos (q k)).mul_const _

/-- The objective of the sum of all single-site Z operators is differentiable in the angle of
qubit `k`, with derivative -sin of that angle. -/
theorem hasDerivAt_local (k : ι) (q : ι → ℝ) :
    HasDerivAt (fun t => cost (∑ i, zString {i}) (Function.update q k t))
      (-Real.sin (q k)) (q k) := by
  -- the expectation is additive in the operator
  have hadd : ∀ (T : Finset ι) (p : ι → ℝ),
      cost (∑ i ∈ T, zString {i}) p = ∑ i ∈ T, cost (zString {i}) p := by
    intro T p
    induction T using Finset.induction_on with
    | empty => simp [cost, expectation]
    | insert a s ha ih =>
      rw [Finset.sum_insert ha, Finset.sum_insert ha, ← ih]
      simp only [cost, expectation, Matrix.add_mulVec, dotProduct_add]
  have h : (fun t => cost (∑ i, zString {i}) (Function.update q k t))
      = fun t => Real.cos t + ∑ i ∈ Finset.univ.erase k, Real.cos (q i) := by
    funext t
    simp only [hadd, cost_zString, Finset.prod_singleton]
    rw [← Finset.add_sum_erase Finset.univ
      (fun i => Real.cos (Function.update q k t i)) (Finset.mem_univ k), Function.update_self]
    congr 1
    refine Finset.sum_congr rfl fun i hi => ?_
    rw [Function.update_of_ne (Finset.ne_of_mem_erase hi)]
  rw [h]
  exact (Real.hasDerivAt_cos (q k)).add_const _

omit [DecidableEq ι] in
/-- The average of a product of one-angle functions is the product of their averages. -/
theorem angleAverage_prod (g : ι → ℝ → ℝ) :
    angleAverage (fun q => ∏ i, g i (q i))
      = ∏ i, (∫ x in (0 : ℝ)..(2 * Real.pi), g i x) / (2 * Real.pi) := by
  have h : ∫ q in angleBox ι, ∏ i, g i (q i)
      = ∏ i, ∫ x in Set.Icc 0 (2 * Real.pi), g i x := by
    unfold angleBox
    rw [volume_pi, Measure.restrict_pi_pi]
    exact integral_fintype_prod_eq_prod g
  unfold angleAverage
  rw [h, Finset.prod_div_distrib, Finset.prod_const, Finset.card_univ]
  congr 1
  refine Finset.prod_congr rfl fun i _ => ?_
  rw [intervalIntegral.integral_of_le Real.two_pi_pos.le, integral_Icc_eq_integral_Ioc]

/-- For a qubit `k` in the Z-string on `S`, the squared slope of the objective in its angle
averages 2^(-|S|). -/
theorem average_sq_slope {S : Finset ι} {k : ι} (hk : k ∈ S) :
    angleAverage (fun q => slope (cost (zString S)) k q ^ 2) = (1 / 2) ^ S.card := by
  obtain ⟨g, hg⟩ : ∃ g : ι → ℝ → ℝ, g = fun i x =>
    if i = k then Real.sin x ^ 2 else if i ∈ S then Real.cos x ^ 2 else 1 := ⟨_, rfl⟩
  -- the squared slope is a product of one-angle functions
  have h1 : ∀ q : ι → ℝ, slope (cost (zString S)) k q ^ 2 = ∏ i, g i (q i) := by
    intro q
    have hout : ∏ i ∈ S, g i (q i) = ∏ i, g i (q i) :=
      Finset.prod_subset (Finset.subset_univ S) fun i _ hi => by
        have hik : i ≠ k := fun h => hi (h ▸ hk)
        simp [hg, hik, hi]
    rw [slope, (hasDerivAt_zString hk q).deriv, ← hout,
      ← Finset.mul_prod_erase S (fun i => g i (q i)) hk, mul_pow, neg_sq, ← Finset.prod_pow]
    congr 1
    · simp [hg]
    · refine Finset.prod_congr rfl fun i hi => ?_
      simp [hg, Finset.ne_of_mem_erase hi, Finset.mem_of_mem_erase hi]
  have hsin : ∫ x in (0 : ℝ)..(2 * Real.pi), Real.sin x ^ 2 = Real.pi := by
    rw [integral_sin_sq, Real.sin_two_pi, Real.sin_zero]
    ring
  have hcos : ∫ x in (0 : ℝ)..(2 * Real.pi), Real.cos x ^ 2 = Real.pi := by
    rw [integral_cos_sq, Real.sin_two_pi, Real.sin_zero]
    ring
  have hhalf : Real.pi / (2 * Real.pi) = 1 / 2 := by
    have := Real.pi_ne_zero
    field_simp
  -- each qubit of the string contributes one half
  have h2 : ∀ i, (∫ x in (0 : ℝ)..(2 * Real.pi), g i x) / (2 * Real.pi)
      = if i ∈ S then 1 / 2 else 1 := by
    intro i
    by_cases hik : i = k
    · have hi : i ∈ S := hik ▸ hk
      rw [if_pos hi]
      simp only [hg, if_pos hik, hsin, hhalf]
    · by_cases hi : i ∈ S
      · rw [if_pos hi]
        simp only [hg, if_neg hik, if_pos hi, hcos, hhalf]
      · simp [hg, hik, hi, Real.pi_ne_zero]
  simp only [h1]
  rw [angleAverage_prod, Finset.prod_congr rfl fun i _ => h2 i, Finset.prod_ite_mem,
    Finset.univ_inter, Finset.prod_const]

/-- On n qubits, the squared slope in any one angle averages 2^(-n) for the global objective
Z⊗...⊗Z, but 1/2 for the sum of the single-site Z operators. -/
theorem global_and_local_landscape (k : ι) :
    angleAverage (fun q => slope (cost (zString Finset.univ)) k q ^ 2)
        = (1 / 2) ^ Fintype.card ι ∧
      angleAverage (fun q => slope (cost (∑ i, zString {i})) k q ^ 2) = 1 / 2 := by
  refine ⟨average_sq_slope (Finset.mem_univ k), ?_⟩
  -- only the term on qubit k depends on its angle
  have h : ∀ q : ι → ℝ, slope (cost (∑ i, zString {i})) k q = slope (cost (zString {k})) k q := by
    intro q
    rw [slope, slope, (hasDerivAt_local k q).deriv,
      (hasDerivAt_zString (Finset.mem_singleton_self k) q).deriv]
    simp
  simp only [h]
  rw [average_sq_slope (Finset.mem_singleton_self k), Finset.card_singleton, pow_one]

end

end ProductAnsatzLandscape
```

```lean
#print axioms ProductAnsatzLandscape.global_and_local_landscape
```

```
'ProductAnsatzLandscape.global_and_local_landscape' depends on axioms: [propext, Classical.choice, Quot.sound]
```

## From factorised expectations to the two averages

`expectation_tensorOp` is the factorisation step. Its auxiliary statement `key` exchanges the sum over configurations with the product over qubits. It is used twice, first for the sum over $t$ inside the matrix-vector product and then for the sum over $s$.

`cost_zString` evaluates the one-qubit factors. The statement `site` covers both cases, $Z$ and identity. The trigonometry enters as `h1`, which is $\sin^2+\cos^2=1$ at the half angle, and `h2`, the double-angle formula; `linear_combination` combines them into the required identity. Qubits outside `S` contribute ones, which leaves the product of cosines over `S`.

`hasDerivAt_zString` carries out the differentiation. `Finset.mul_prod_erase` separates the cosine of qubit `k` from the rest. The remaining product runs over `S.erase k` and does not change when the angle of `k` is varied, so the derivative of the cosine is multiplied by a constant.

`hasDerivAt_local` does the same for the sum. First `hadd` shows, by induction on the set of terms, that the expectation of a sum of strings is the sum of their expectations. Then the cosine of qubit `k` is separated from the other cosines, which now form an additive constant and vanish on differentiation.

`angleAverage_prod` is the factorisation of the average. The Lebesgue measure restricted to the box is a product of one-dimensional measures, so `integral_fintype_prod_eq_prod` turns the integral of a product into a product of integrals. The denominator $(2\pi)^n$ is then shared out, one factor $2\pi$ per qubit.

`average_sq_slope` combines these results. It introduces a one-angle function `g i` for each qubit: $\sin^2$ for `k`, $\cos^2$ for the other members of `S`, and $1$ elsewhere. The step `h1` writes the squared slope as the product of these functions; the minus sign disappears in the square. The steps `hsin` and `hcos` evaluate both integrals to $\pi$, and `h2` concludes that a qubit contributes $1/2$ if it is in `S` and $1$ if it is not. Multiplying the contributions gives the power of one half.

In `global_and_local_landscape` the first claim is `average_sq_slope` for the set of all qubits. For the second, `h` shows that the slope of the sum equals the slope of the string on `{k}` at every setting of the angles, by comparing the two derivatives already computed. The same theorem, applied to a set with one element, then gives $1/2$.
